# The Thirring series gives a harmonic oscillator's heat capacity exactly when $k_BT>\hbar\omega/(2\pi)$

At a high enough temperature, a harmonic vibrational mode of a crystal has a heat capacity close to the classical value $k_B$. As the crystal cools, quantum corrections appear in powers of $x=\hbar\omega/(k_BT)$, where $\omega$ is the mode's frequency and $T$ the temperature. How far down in temperature does the full series of corrections still converge to the heat capacity?

For one harmonic oscillator of fixed frequency, the answer is a sharp threshold. The name "Thirring series" often refers to the expansion for a whole crystal; here it means the series for a single mode.

```lean
import Mathlib

open PowerSeries Finset
open scoped Nat Real

namespace ThirringSeries

noncomputable section
```

## The series and the energy

Let $B_n$ be the Bernoulli numbers with $B_1=-\tfrac12$. The series is
$$\mathcal T(X)=\sum_{n\ge 0}(1-n)\,B_n\,\frac{X^n}{n!}.$$
It is first a formal object: a list of rational coefficients, with no question of convergence.

```lean
/-- The Thirring series `∑ (1 - n) Bₙ Xⁿ / n!` as a rational power series. -/
def thirringSeries : PowerSeries ℚ :=
  PowerSeries.mk fun n => (1 - (n : ℚ)) * bernoulli n / (n ! : ℚ)
```

To ask about convergence, put a real number $x$ for $X$. `seriesTerm p x n` is the single term of order $n$, not a partial sum.

```lean
/-- The term of order `n` of a rational power series, evaluated at a real number `x`. -/
def seriesTerm (p : PowerSeries ℚ) (x : ℝ) (n : ℕ) : ℝ :=
  ((PowerSeries.coeff n p : ℚ) : ℝ) * x ^ n
```

The oscillator's mean energy is
$$U(T)=\hbar\omega\left(\frac12+\frac1{e^{\hbar\omega/(k_BT)}-1}\right).$$
This thermal average over the levels is taken as the definition and is not derived from a partition function. Lean writes `k` for $k_B$ and treats `hbar`, `ω`, `k` and `T` as real numbers, so any consistent units will do.

```lean
/-- Mean energy of a quantum harmonic oscillator of frequency `ω` at temperature `T`, for positive
`hbar`, `ω`, `k` and `T`. -/
def meanEnergy (hbar ω k T : ℝ) : ℝ :=
  hbar * ω * (1 / 2 + 1 / (Real.exp (hbar * ω / (k * T)) - 1))
```

## A closed form without convergence

Write $E=\exp X$ and $B=\sum_n B_nX^n/n!$. The Bernoulli numbers satisfy $B(E-1)=X$, and differentiation gives $B'(E-1)+BE=1$. The factor $1-n$ is the action of $1-X\,d/dX$, so $\mathcal T=B-XB'$. Hence
$$(E-1)^2\mathcal T=X(E-1)-X(E-1)(1-BE)=X(E-1)BE=X^2E.$$
In the proof, `hT` is the formula for $\mathcal T$, `h` is the differentiated identity, and `linear_combination` carries out the elimination.

```lean
/-- As formal power series, `(exp X - 1)²` times the Thirring series is `X² exp X`. -/
theorem exp_sub_one_sq_mul_thirring :
    (PowerSeries.exp ℚ - 1) ^ 2 * thirringSeries
      = (PowerSeries.X : PowerSeries ℚ) ^ 2 * PowerSeries.exp ℚ := by
  have hB := bernoulliPowerSeries_mul_exp_sub_one ℚ
  have hexp : PowerSeries.derivative ℚ (PowerSeries.exp ℚ) = PowerSeries.exp ℚ := by
    ext n
    simp only [PowerSeries.coeff_derivative, PowerSeries.coeff_exp, eq_ratCast, Rat.cast_id,
      Nat.factorial_succ]
    push_cast
    field_simp
  -- the factor `1 - n` is the action of `1 - X d/dX`
  have hT : thirringSeries = bernoulliPowerSeries ℚ
      - PowerSeries.X * PowerSeries.derivative ℚ (bernoulliPowerSeries ℚ) := by
    ext n
    rcases n with _ | n
    · simp [thirringSeries, bernoulliPowerSeries]
    · rw [map_sub, PowerSeries.coeff_succ_X_mul, PowerSeries.coeff_derivative]
      simp only [thirringSeries, bernoulliPowerSeries, PowerSeries.coeff_mk, eq_ratCast,
        Rat.cast_id]
      push_cast
      ring
  -- differentiate the generating identity of the Bernoulli numbers
  have h := congrArg (PowerSeries.derivative ℚ) hB
  rw [Derivation.leibniz, map_sub, hexp, Derivation.map_one_eq_zero, PowerSeries.derivative_X,
    smul_eq_mul, smul_eq_mul, sub_zero] at h
  rw [hT]
  linear_combination (PowerSeries.exp ℚ - 1 + PowerSeries.X * PowerSeries.exp ℚ) * hB
    - PowerSeries.X * (PowerSeries.exp ℚ - 1) * h
```

With $B_2=\tfrac16$ and $B_4=-\tfrac1{30}$, the coefficients at orders 2 and 4 are $-\tfrac1{12}$ and $\tfrac1{240}$; order 0 gives 1. At order 1 the factor $1-n$ vanishes, and at higher odd orders $B_n=0$.

```lean
/-- The Thirring coefficients are `1`, `-1/12`, `1/240` at orders 0, 2, 4, and vanish at
every odd order. -/
theorem thirring_coeffs :
    PowerSeries.coeff 0 thirringSeries = 1 ∧ PowerSeries.coeff 2 thirringSeries = -1 / 12 ∧
    PowerSeries.coeff 4 thirringSeries = 1 / 240 ∧
    ∀ n, Odd n → PowerSeries.coeff n thirringSeries = 0 := by
  simp only [thirringSeries, PowerSeries.coeff_mk]
  refine ⟨by simp, ?_, ?_, fun n hn => ?_⟩
  · rw [bernoulli_eq_bernoulli'_of_ne_one (by norm_num), bernoulli'_two]
    norm_num [Nat.factorial]
  · rw [bernoulli_eq_bernoulli'_of_ne_one (by norm_num), bernoulli'_four]
    norm_num [Nat.factorial]
  · by_cases h1 : n = 1
    · simp [h1]
    · have h2 : 1 < n := by
        have := hn.pos
        omega
      rw [bernoulli_eq_bernoulli'_of_ne_one h1, bernoulli'_eq_zero_of_odd hn h2]
      simp
```

## The radius $2\pi$

In the next bound $k$ is an integer index, as in the Lean lemma, and not Boltzmann's constant. Euler's formula for $k\ge1$ reads
$$\frac{|B_{2k}|}{(2k)!}(2\pi)^{2k}=2\sum_{n\ge1}\frac1{n^{2k}}.$$
The sum is at least its first term, 1, and at most its value at $k=1$, which is $\pi^2/6$. The left side therefore lies between 2 and $\pi^2/3<4$. The proof calls the sum `S` and obtains these two bounds as `h1` and `h2`.

```lean
/-- For `k ≥ 1` the number `|B₂ₖ| (2π)²ᵏ / (2k)!` lies between 2 and 4. -/
theorem bernoulli_bounds {k : ℕ} (hk : k ≠ 0) :
    2 ≤ |(bernoulli (2 * k) : ℝ) / ((2 * k)! : ℝ)| * (2 * π) ^ (2 * k) ∧
    |(bernoulli (2 * k) : ℝ) / ((2 * k)! : ℝ)| * (2 * π) ^ (2 * k) ≤ 4 := by
  obtain ⟨S, hS, hSe⟩ : ∃ S : ℝ, HasSum (fun n : ℕ => 1 / (n : ℝ) ^ (2 * k)) S ∧
      S = (-1 : ℝ) ^ (k + 1) * (2 : ℝ) ^ (2 * k - 1) * π ^ (2 * k) * bernoulli (2 * k)
        / (2 * k)! := ⟨_, hasSum_zeta_nat hk, rfl⟩
  have h1 : 1 ≤ S := by
    have := le_hasSum hS 1 (fun j _ => by positivity)
    simpa using this
  have h2 : S ≤ π ^ 2 / 6 := by
    refine hasSum_le (fun n => ?_) hS hasSum_zeta_two
    rcases Nat.eq_zero_or_pos n with rfl | hn
    · simp [hk]
    · have hn' : (1 : ℝ) ≤ n := by exact_mod_cast hn
      exact one_div_le_one_div_of_le (by positivity) (pow_le_pow_right₀ hn' (by omega))
  have hs : (-1 : ℝ) ^ (k + 1) * (-1) ^ (k + 1) = 1 := by
    rw [← mul_pow]
    norm_num
  have hp : (2 : ℝ) ^ (2 * k) = 2 * 2 ^ (2 * k - 1) := by
    rw [← pow_succ']
    congr 1
    omega
  -- Euler's formula for the even zeta values, solved for the Bernoulli number
  have e : (bernoulli (2 * k) : ℝ) / ((2 * k)! : ℝ) * (2 * π) ^ (2 * k)
      = (-1) ^ (k + 1) * (2 * S) := by
    rw [hSe, mul_pow, hp]
    linear_combination (-(2 * 2 ^ (2 * k - 1) * π ^ (2 * k) * (bernoulli (2 * k) : ℝ)
      / ((2 * k)! : ℝ))) * hs
  have e' : |(bernoulli (2 * k) : ℝ) / ((2 * k)! : ℝ)| * (2 * π) ^ (2 * k) = 2 * S := by
    have h := congrArg abs e
    rwa [abs_mul, abs_mul ((-1 : ℝ) ^ (k + 1)), abs_pow (-1 : ℝ), abs_neg, abs_one, one_pow,
      one_mul, abs_of_pos (by positivity : (0 : ℝ) < (2 * π) ^ (2 * k)),
      abs_of_pos (by linarith : (0 : ℝ) < 2 * S)] at h
  rw [e']
  constructor
  · linarith
  · nlinarith [Real.pi_lt_d2, Real.pi_pos]
```

If $|x|\ge2\pi$, the term of order $2k$ has size at least $2|1-2k|\ge2$ for every $k\ge1$. The terms do not tend to zero, so the series diverges. If $|x|<2\pi$, set $r=|x|/(2\pi)<1$. The term of order $n$ is then at most $4(n+1)r^n$ in size, and these bounds have a finite sum.

`Summable` means convergence independent of the order of summation, which for real terms is absolute convergence. The two bullets of the proof are the two cases above.

```lean
/-- At a real number `x` the Thirring series is summable exactly when `|x| < 2π`. -/
theorem thirring_summable_iff (x : ℝ) :
    Summable (seriesTerm thirringSeries x) ↔ |x| < 2 * π := by
  have hc : ∀ n : ℕ, ((PowerSeries.coeff n thirringSeries : ℚ) : ℝ)
      = (1 - (n : ℝ)) * ((bernoulli n : ℝ) / (n ! : ℝ)) := fun n => by
    simp only [thirringSeries, PowerSeries.coeff_mk]
    push_cast
    ring
  constructor
  · -- for `|x| ≥ 2π` the terms of positive even order are at least 2 in size
    intro h
    by_contra hx
    obtain ⟨N, hN⟩ := Metric.tendsto_atTop.mp h.tendsto_atTop_zero 1 one_pos
    have h1 := hN (2 * (N + 1)) (by omega)
    rw [Real.dist_eq, sub_zero, seriesTerm, hc, abs_mul, abs_mul, abs_pow] at h1
    have hb := (bernoulli_bounds (k := N + 1) (by omega)).1
    have hp : (2 * π) ^ (2 * (N + 1)) ≤ |x| ^ (2 * (N + 1)) :=
      pow_le_pow_left₀ (by positivity) (not_lt.mp hx) _
    have hn : 1 ≤ |1 - ((2 * (N + 1) : ℕ) : ℝ)| := by
      rw [abs_sub_comm]
      refine le_trans ?_ (le_abs_self _)
      push_cast
      linarith [Nat.cast_nonneg (α := ℝ) N]
    have h2 := hb.trans (mul_le_mul_of_nonneg_left hp (abs_nonneg _))
    have h3 := mul_le_mul_of_nonneg_right hn (le_trans zero_le_two h2)
    rw [← mul_assoc] at h3
    linarith
  · -- inside the disc the terms are dominated by `4 (n + 1) rⁿ` with `r < 1`
    intro hx
    have hb : ∀ n : ℕ, |((PowerSeries.coeff n thirringSeries : ℚ) : ℝ)| * (2 * π) ^ n
        ≤ 4 * ((n : ℝ) + 1) := by
      intro n
      rcases n.even_or_odd' with ⟨k, rfl | rfl⟩
      · by_cases hk : k = 0
        · subst hk
          rw [hc]
          norm_num
        · have h1 : |1 - ((2 * k : ℕ) : ℝ)| ≤ ((2 * k : ℕ) : ℝ) + 1 := by
            have := Nat.cast_nonneg (α := ℝ) (2 * k)
            exact abs_le.mpr ⟨by linarith, by linarith⟩
          rw [hc, abs_mul, mul_assoc, mul_comm (4 : ℝ)]
          exact mul_le_mul h1 (bernoulli_bounds hk).2 (by positivity) (by positivity)
      · rw [thirring_coeffs.2.2.2 _ ⟨k, rfl⟩, Rat.cast_zero, abs_zero, zero_mul]
        positivity
    have hr : ‖|x| / (2 * π)‖ < 1 := by
      rw [Real.norm_of_nonneg (by positivity), div_lt_one (by positivity)]
      exact hx
    refine Summable.of_norm_bounded
      (((summable_pow_mul_geometric_of_norm_lt_one 1 hr).add
        (summable_pow_mul_geometric_of_norm_lt_one 0 hr)).mul_left 4) (fun n => ?_)
    have hxn : |x| ^ n = (2 * π) ^ n * (|x| / (2 * π)) ^ n := by
      rw [← mul_pow, mul_div_cancel₀ _ (by positivity)]
    rw [Real.norm_eq_abs, seriesTerm, abs_mul, abs_pow, hxn, ← mul_assoc]
    refine (mul_le_mul_of_nonneg_right (hb n) (by positivity)).trans (le_of_eq ?_)
    ring
```

## From formal series to numbers

Absolutely convergent series may be multiplied by collecting terms of equal total order:
$$\Big(\sum_i p_ix^i\Big)\Big(\sum_j q_jx^j\Big)=\sum_n\Big(\sum_{i+j=n}p_iq_j\Big)x^n.$$
The inner sum is the coefficient of the formal product, so formal identities can be evaluated at $x$.

```lean
/-- If two rational power series converge absolutely at `x`, their product converges absolutely
there to the product of the sums. -/
theorem hasSum_seriesTerm_mul {p q : PowerSeries ℚ} {x a b : ℝ}
    (hp : HasSum (seriesTerm p x) a) (hq : HasSum (seriesTerm q x) b) :
    HasSum (seriesTerm (p * q) x) (a * b) := by
  have hp' : Summable (fun n => ‖seriesTerm p x n‖) := summable_norm_iff.mpr hp.summable
  have hq' : Summable (fun n => ‖seriesTerm q x n‖) := summable_norm_iff.mpr hq.summable
  have e : seriesTerm (p * q) x = fun n =>
      ∑ kl ∈ antidiagonal n, seriesTerm p x kl.1 * seriesTerm q x kl.2 := by
    funext n
    simp only [seriesTerm, PowerSeries.coeff_mul, Rat.cast_sum, Rat.cast_mul, Finset.sum_mul]
    refine Finset.sum_congr rfl fun kl hkl => ?_
    rw [← Finset.HasAntidiagonal.mem_antidiagonal.mp hkl, pow_add]
    ring
  rw [e, ← hp.tsum_eq, ← hq.tsum_eq,
    tsum_mul_tsum_eq_tsum_sum_antidiagonal_of_summable_norm hp' hq']
  exact (summable_norm_sum_mul_antidiagonal_of_summable_norm hp' hq').of_norm.hasSum
```

For $0<|x|<2\pi$ the closed form becomes $(e^x-1)^2\,\mathcal T(x)=x^2e^x$. Since $e^x\ne1$, division gives
$$\mathcal T(x)=\frac{x^2e^x}{(e^x-1)^2}.$$
`HasSum f a` says that the terms `f` sum to `a`. In the proof, `hL` and `hR` evaluate the two sides of the identity, and `key` equates them.

It is easy to state this for all $|x|<2\pi$, since the right side tends to 1 as $x\to0$. Lean, however, evaluates the quotient at $x=0$ as $0/0=0$, while the series there sums to 1. The hypothesis `x ≠ 0` excludes that point.

```lean
/-- For `0 < |x| < 2π` the Thirring series sums to the Einstein function
`x² eˣ / (eˣ - 1)²`. -/
theorem thirring_hasSum {x : ℝ} (hx : x ≠ 0) (h : |x| < 2 * π) :
    HasSum (seriesTerm thirringSeries x) (x ^ 2 * Real.exp x / (Real.exp x - 1) ^ 2) := by
  have hE : HasSum (seriesTerm (PowerSeries.exp ℚ) x) (Real.exp x) := by
    have h0 : HasSum (fun n : ℕ => x ^ n / (n ! : ℝ)) (Real.exp x) := by
      rw [Real.exp_eq_exp_ℝ]
      exact NormedSpace.expSeries_div_hasSum_exp x
    convert h0 using 1
    funext n
    simp only [seriesTerm, PowerSeries.coeff_exp, eq_ratCast, Rat.cast_id]
    push_cast
    ring
  have h1 : HasSum (seriesTerm 1 x) 1 := by
    have h0 := hasSum_single (f := seriesTerm 1 x) 0
      (fun n hn => by simp [seriesTerm, PowerSeries.coeff_one, hn])
    convert h0 using 1
    simp [seriesTerm]
  have hX : HasSum (seriesTerm PowerSeries.X x) x := by
    have h0 := hasSum_single (f := seriesTerm PowerSeries.X x) 1
      (fun n hn => by simp [seriesTerm, PowerSeries.coeff_X, hn])
    convert h0 using 1
    simp [seriesTerm]
  have hD : HasSum (seriesTerm (PowerSeries.exp ℚ - 1) x) (Real.exp x - 1) := by
    have e : seriesTerm (PowerSeries.exp ℚ - 1) x
        = fun n => seriesTerm (PowerSeries.exp ℚ) x n - seriesTerm 1 x n := by
      funext n
      simp only [seriesTerm, map_sub, Rat.cast_sub, sub_mul]
    rw [e]
    exact hE.sub h1
  -- evaluate both sides of the formal identity at `x`
  have hS := ((thirring_summable_iff x).mpr h).hasSum
  have hL := hasSum_seriesTerm_mul (hasSum_seriesTerm_mul hD hD) hS
  have hR := hasSum_seriesTerm_mul (hasSum_seriesTerm_mul hX hX) hE
  rw [← pow_two, exp_sub_one_sq_mul_thirring, pow_two] at hL
  have key := hL.unique hR
  have hne : Real.exp x - 1 ≠ 0 := sub_ne_zero.mpr (mt (Real.exp_eq_one_iff x).mp hx)
  have hval : x ^ 2 * Real.exp x / (Real.exp x - 1) ^ 2
      = ∑' n, seriesTerm thirringSeries x n := by
    rw [div_eq_iff (pow_ne_zero 2 hne)]
    linear_combination -key
  rw [hval]
  exact hS
```

## The heat capacity

Since $dx/dT=-x/T$ and $\hbar\omega/T=k_Bx$,
$$\frac{dU}{dT}=\hbar\omega\cdot\frac{-e^x}{(e^x-1)^2}\cdot\left(-\frac xT\right)=k_B\frac{x^2e^x}{(e^x-1)^2}.$$
`HasDerivAt` states both that $U$ is differentiable at $T$ and that its derivative has this value. The proof applies the quotient and chain rules, then replaces the exponential by a letter and finishes with algebra.

```lean
/-- For positive `hbar`, `ω`, `k`, `T`, the temperature derivative of the mean energy is
`k x² eˣ / (eˣ - 1)²` with `x = hbar ω / (k T)`. -/
theorem hasDerivAt_meanEnergy {hbar ω k T : ℝ} (hh : 0 < hbar) (hω : 0 < ω) (hk : 0 < k)
    (hT : 0 < T) :
    HasDerivAt (meanEnergy hbar ω k)
      (k * ((hbar * ω / (k * T)) ^ 2 * Real.exp (hbar * ω / (k * T))
        / (Real.exp (hbar * ω / (k * T)) - 1) ^ 2)) T := by
  have hx : hbar * ω / (k * T) ≠ 0 := by positivity
  have hne : Real.exp (hbar * ω / (k * T)) - 1 ≠ 0 :=
    sub_ne_zero.mpr (mt (Real.exp_eq_one_iff _).mp hx)
  have h1 := (hasDerivAt_const T (hbar * ω)).fun_div ((hasDerivAt_id' T).const_mul k)
    (by positivity)
  have h2 := (hasDerivAt_const T (1 : ℝ)).fun_div (h1.exp.sub_const 1) hne
  refine HasDerivAt.congr_deriv (f := meanEnergy hbar ω k)
    ((h2.const_add (1 / 2)).const_mul (hbar * ω)) ?_
  clear h1 h2
  generalize Real.exp (hbar * ω / (k * T)) = e at hne ⊢
  field_simp
  ring
```

For positive $\hbar,\omega,k_B,T$, the condition $|x|<2\pi$ is the same as $k_BT>\hbar\omega/(2\pi)$. Above this threshold, the series times $k_B$ sums to $dU/dT$ by the two preceding results. Conversely, if it sums to $dU/dT$, it is summable, which forces $|x|<2\pi$. The theorem states this equivalence, with `deriv (meanEnergy hbar ω k) T` as the heat capacity.

```lean
/-- For positive `hbar`, `ω`, `k`, `T`, the Thirring series in `hbar ω / (k T)`, times `k`,
converges to the heat capacity of the oscillator if and only if `k T > hbar ω / (2π)`. -/
theorem heatCapacity_thirring_iff {hbar ω k T : ℝ} (hh : 0 < hbar) (hω : 0 < ω) (hk : 0 < k)
    (hT : 0 < T) :
    HasSum (fun n => k * seriesTerm thirringSeries (hbar * ω / (k * T)) n)
      (deriv (meanEnergy hbar ω k) T) ↔ hbar * ω / (2 * π) < k * T := by
  have hx : 0 < hbar * ω / (k * T) := by positivity
  have hiff : |hbar * ω / (k * T)| < 2 * π ↔ hbar * ω / (2 * π) < k * T := by
    rw [abs_of_pos hx, div_lt_iff₀ (by positivity), div_lt_iff₀ (by positivity),
      mul_comm (2 * π)]
  rw [← hiff]
  constructor
  · intro h
    exact (thirring_summable_iff _).mp ((summable_mul_left_iff hk.ne').mp h.summable)
  · intro h
    rw [(hasDerivAt_meanEnergy hh hω hk hT).deriv]
    exact (thirring_hasSum hx.ne' h).mul_left k

end

end ThirringSeries
```

```lean
#print axioms ThirringSeries.heatCapacity_thirring_iff
-- 'ThirringSeries.heatCapacity_thirring_iff' depends on axioms: [propext, Classical.choice, Quot.sound]
```

## Use in a harmonic crystal

Take a mode with $\hbar\omega/k_B=600$ K. Its threshold is about 95 K. At 300 K, $x=2$, and the terms through order 4 give $1-\tfrac4{12}+\tfrac{16}{240}\approx0.733$ in units of $k_B$, against $0.724$ from the closed form.

In lattice dynamics the order-2 terms are added over all modes. For a finite harmonic crystal with mass-weighted force-constant matrix $D$, $\sum\omega^2=\operatorname{Tr}D$, so the leading quantum correction to the heat capacity is $-\hbar^2\operatorname{Tr}D/(12k_BT^2)$, obtained without diagonalising $D$. The highest frequency sets the temperature above which every mode's series converges.

The step from the theorem to the vibrational heat capacity of a real solid is the assumption that its vibrations are independent harmonic modes whose frequencies do not change with temperature.
